# Unique best fit and largest prediction shift $\sqrt{T\,\langle x,H^{-1}x\rangle}$ for a BEEF-type linear fit with positive definite regulariser

## Is the largest shift within a cost tolerance $T$ exactly $\sqrt{T\,\langle x,H^{-1}x\rangle}$?

Suppose I fit a single coefficient $a$ to one reference value $2$, with unit sensitivity and a unit penalty that pulls $a$ towards the prior value $0$. The cost is $C(a)=(a-2)^2+a^2=2+2(a-1)^2$, so the best fit is $a_0=1$. If I accept every $a$ whose cost exceeds the minimum by at most $T=2$, then $0\le a\le 2$, and the prediction $3a$ moves by at most $3$. That equals $\sqrt{T\cdot 3^2/H}$, with $H=2$ the factor in front of $(a-1)^2$.

In a Bayesian error estimation functional (BEEF) many expansion coefficients are fitted at once. They form a vector $a$, and in the simplest setting, a single regularised least-squares fit, I take the cost to be $C(a)=\lVert Xa-y\rVert^2+\langle a-p,G(a-p)\rangle$ with design matrix $X$, reference data $y$, prior coefficients $p$ and regulariser $G$. My claim is that for positive definite $G$ and $H=X^TX+G$ the minimiser $a_0$ is unique, and a linear prediction $\langle x,a\rangle$ with sensitivity vector $x$ moves by at most $\sqrt{T\langle x,H^{-1}x\rangle}$ over the set $C(a)\le C(a_0)+T$, with the bound reached. I would like to see this derived rigorously and machine-checked, including the case of fewer data than coefficients.

## Yes, for every $X$, when $G$ is positive definite and $T\ge 0$

The claim holds for a model that is linear in finitely many unconstrained real coefficients. One coefficient hides the direction in which the bound is reached, so take two coefficients and one datum: $X=(1\;\;1)$ and $G=g\,\mathbb 1$ with $g>0$. Then $H$ has $1+g$ on the diagonal and $1$ off it. The datum constrains the sum of the coefficients without fixing it, and $x=(1,1)$ gives $\langle x,H^{-1}x\rangle=2/(2+g)$. It says nothing about their difference, and $x=(1,-1)$ gives $2/g$, which is finite only through the regulariser. For $g=1$ and $x=(1,0)$ one finds $H^{-1}x=\tfrac13(2,-1)$ and $\langle x,H^{-1}x\rangle=\tfrac23$; the largest shift lies along $(2,-1)$ and not along $x$.

### Completing the square

Let there be $m$ data and $k$ coefficients, so $X$ is a real $m\times k$ matrix, $y\in\mathbb R^m$, $a,p,x\in\mathbb R^k$, and $\langle u,v\rangle=u^Tv$, where a superscript $T$ denotes the transpose and not the tolerance. The matrix $G$ is symmetric with $\langle u,Gu\rangle>0$ for $u\neq0$; physically, every departure from the prior functional carries a penalty, whether or not the data respond to it. For $u\ne0$,
$$\langle u,Hu\rangle=\lVert Xu\rVert^2+\langle u,Gu\rangle>0 ,$$
so $H$ is symmetric positive definite and invertible, whatever the rank of $X$.

Expand the cost about an arbitrary point $b$ with displacement $d$. The data term is
$$\lVert (Xb-y)+Xd\rVert^2=\lVert Xb-y\rVert^2+2\langle d,X^T(Xb-y)\rangle+\langle d,X^TXd\rangle ,$$
where $\langle Xd,v\rangle=\langle d,X^Tv\rangle$ moved $X$ across the product. The symmetry of $G$ merges the two cross terms of the penalty:
$$\langle b-p+d,G(b-p+d)\rangle=\langle b-p,G(b-p)\rangle+2\langle d,G(b-p)\rangle+\langle d,Gd\rangle .$$
Adding the two lines gives an identity without remainder,
$$C(b+d)=C(b)+2\langle d,\,Hb-(X^Ty+Gp)\rangle+\langle d,Hd\rangle .$$
The vector $a_0=H^{-1}(X^Ty+Gp)$ solves the normal equations $Ha_0=X^Ty+Gp$, so at $b=a_0$, $d=a-a_0$ the linear term vanishes:
$$C(a)-C(a_0)=\langle a-a_0,H(a-a_0)\rangle .$$
The right side is nonnegative, so $a_0$ is a minimiser. It is strictly positive for $a\neq a_0$, so any other $a$ has a higher cost than $a_0$ and is not a minimiser.

### Maximising a linear prediction over the ellipsoid

With $d=a-a_0$, the condition $C(a)\le C(a_0)+T$ becomes $\langle d,Hd\rangle\le T$, an ellipsoid. The number $T\ge0$ is the excess cost up to which a parameter set still counts as an acceptable functional; the theorems take it as given and do not say how to choose it.

Put $w=H^{-1}x$ and $s=\langle x,w\rangle$. Since $Hw=x$, we have $s=\langle w,Hw\rangle\ge0$, and $\langle w,Hd\rangle=\langle d,Hw\rangle=\langle x,d\rangle$. For every real $t$,
$$0\le\langle tw+d,H(tw+d)\rangle=s\,t^2+2\langle x,d\rangle\,t+\langle d,Hd\rangle .$$
A polynomial of degree at most two that is nowhere negative has a nonpositive discriminant, $4\langle x,d\rangle^2-4s\langle d,Hd\rangle\le0$. This is the Cauchy–Schwarz inequality in the metric of $H$,
$$\langle x,d\rangle^2\le\langle x,H^{-1}x\rangle\,\langle d,Hd\rangle .$$
On the ellipsoid it gives $\langle x,d\rangle\le|\langle x,d\rangle|\le\sqrt{Ts}$.

The bound is reached. If $s>0$, take $d=cw$ with $c=\sqrt{T/s}$. Then $\langle d,Hd\rangle=c^2s=T$, so $d$ lies on the boundary, and $\langle x,d\rangle=cs=\sqrt{c^2s\cdot s}=\sqrt{Ts}$. If $s=0$ the bound is $0$ and $d=0$ reaches it. Replacing $x$ by $-x$ leaves $s$ unchanged and turns the maximum of $-\langle x,d\rangle$ into the minimum of $\langle x,d\rangle$, which is therefore $-\sqrt{Ts}$.

The following Lean 4 file, which uses Mathlib, carries out these steps.

```lean
import Mathlib

open Matrix

namespace BeefEnsemble

noncomputable section

variable {m k : Type*} [Fintype m] [Fintype k] [DecidableEq k]

/-- Regularised least-squares cost `|Xa - y|² + ⟨a - p, G (a - p)⟩` of the expansion
coefficients `a`, with design matrix `X`, data `y`, prior `p` and regulariser `G`. -/
def cost (X : Matrix m k ℝ) (G : Matrix k k ℝ) (y : m → ℝ) (p a : k → ℝ) : ℝ :=
  (X *ᵥ a - y) ⬝ᵥ (X *ᵥ a - y) + (a - p) ⬝ᵥ G *ᵥ (a - p)

/-- The matrix `H = XᵀX + G` of the quadratic part of the cost. -/
def hess (X : Matrix m k ℝ) (G : Matrix k k ℝ) : Matrix k k ℝ :=
  Xᵀ * X + G

/-- The coefficient vector `a₀ = H⁻¹ (Xᵀ y + G p)`. -/
def best (X : Matrix m k ℝ) (G : Matrix k k ℝ) (y : m → ℝ) (p : k → ℝ) : k → ℝ :=
  (hess X G)⁻¹ *ᵥ (Xᵀ *ᵥ y + G *ᵥ p)

/-- The shifts `⟨x, a - a₀⟩` of a linear prediction over all coefficient vectors `a`
whose cost is at most `C(a₀) + T`. -/
def shifts (X : Matrix m k ℝ) (G : Matrix k k ℝ) (y : m → ℝ) (p x : k → ℝ) (T : ℝ) : Set ℝ :=
  {v | ∃ a, cost X G y p a ≤ cost X G y p (best X G y p) + T ∧ x ⬝ᵥ (a - best X G y p) = v}

/-- A positive definite real matrix gives a symmetric, nonnegative form that is positive
on nonzero vectors, and `H H⁻¹ x = x` for every `x`. -/
theorem posDef_form {H : Matrix k k ℝ} (hH : H.PosDef) :
    (∀ u v, u ⬝ᵥ H *ᵥ v = v ⬝ᵥ H *ᵥ u) ∧ (∀ u, 0 ≤ u ⬝ᵥ H *ᵥ u) ∧
      (∀ u, u ≠ 0 → 0 < u ⬝ᵥ H *ᵥ u) ∧ ∀ x, H *ᵥ (H⁻¹ *ᵥ x) = x := by
  have hT : Hᵀ = H := (conjTranspose_eq_transpose_of_trivial H).symm.trans hH.1.eq
  have hpos : ∀ u, u ≠ 0 → 0 < u ⬝ᵥ H *ᵥ u := fun u hu => by
    simpa using hH.dotProduct_mulVec_pos hu
  refine ⟨fun u v => ?_, fun u => ?_, hpos, fun x => ?_⟩
  · rw [dotProduct_mulVec, ← mulVec_transpose, hT, dotProduct_comm]
  · by_cases hu : u = 0
    · simp [hu]
    · exact (hpos u hu).le
  · rw [mulVec_mulVec, mul_nonsing_inv _ ((isUnit_iff_isUnit_det H).mp hH.isUnit), one_mulVec]

omit [DecidableEq k] in
/-- With a positive definite regulariser, `H = XᵀX + G` is positive definite for every
design matrix `X`. -/
theorem hess_posDef (X : Matrix m k ℝ) {G : Matrix k k ℝ} (hG : G.PosDef) :
    (hess X G).PosDef := by
  have h := posSemidef_conjTranspose_mul_self X
  rw [conjTranspose_eq_transpose_of_trivial] at h
  exact PosDef.posSemidef_add h hG

omit [DecidableEq k] in
/-- Exact expansion of the cost about any point `b` for a symmetric regulariser:
`C(b + d) = C(b) + 2⟨d, H b - (Xᵀ y + G p)⟩ + ⟨d, H d⟩`. -/
theorem cost_add (X : Matrix m k ℝ) {G : Matrix k k ℝ} (hG : Gᵀ = G)
    (y : m → ℝ) (p b d : k → ℝ) :
    cost X G y p (b + d) = cost X G y p b
      + 2 * (d ⬝ᵥ (hess X G *ᵥ b - (Xᵀ *ᵥ y + G *ᵥ p))) + d ⬝ᵥ hess X G *ᵥ d := by
  have key : ∀ (u : k → ℝ) (v : m → ℝ), u ⬝ᵥ Xᵀ *ᵥ v = (X *ᵥ u) ⬝ᵥ v := fun u v => by
    rw [dotProduct_mulVec, vecMul_transpose]
  have sym : ∀ u v : k → ℝ, u ⬝ᵥ G *ᵥ v = v ⬝ᵥ G *ᵥ u := fun u v => by
    rw [dotProduct_mulVec, ← mulVec_transpose, hG, dotProduct_comm]
  simp only [cost, hess, add_mulVec, ← mulVec_mulVec, mulVec_add, mulVec_sub, dotProduct_add,
    dotProduct_sub, add_dotProduct, sub_dotProduct, key]
  -- the cross terms pair up by symmetry
  linear_combination dotProduct_comm (X *ᵥ b) (X *ᵥ d) - dotProduct_comm y (X *ᵥ d)
    + sym b d - sym p d

/-- The excess cost over `C(a₀)` is the quadratic form `⟨a - a₀, H (a - a₀)⟩`. -/
theorem cost_sub_best (X : Matrix m k ℝ) {G : Matrix k k ℝ} (hG : G.PosDef)
    (y : m → ℝ) (p a : k → ℝ) :
    cost X G y p a - cost X G y p (best X G y p)
      = (a - best X G y p) ⬝ᵥ hess X G *ᵥ (a - best X G y p) := by
  have hT : Gᵀ = G := (conjTranspose_eq_transpose_of_trivial G).symm.trans hG.1.eq
  -- normal equations: the linear term vanishes at a₀
  have hn : hess X G *ᵥ best X G y p = Xᵀ *ᵥ y + G *ᵥ p :=
    (posDef_form (hess_posDef X hG)).2.2.2 _
  have h := cost_add X hT y p (best X G y p) (a - best X G y p)
  have e : best X G y p + (a - best X G y p) = a := by abel
  rw [e, hn, sub_self, dotProduct_zero] at h
  linarith

/-- A coefficient vector minimises the cost if and only if it equals `a₀`. -/
theorem isMin_iff_best (X : Matrix m k ℝ) {G : Matrix k k ℝ} (hG : G.PosDef)
    (y : m → ℝ) (p a : k → ℝ) :
    (∀ b, cost X G y p a ≤ cost X G y p b) ↔ a = best X G y p := by
  obtain ⟨-, hnn, hpos, -⟩ := posDef_form (hess_posDef X hG)
  constructor
  · intro h
    by_contra hne
    have h1 := hpos _ (sub_ne_zero.mpr hne)
    have h2 := cost_sub_best X hG y p a
    have h3 := h (best X G y p)
    linarith
  · intro h b
    rw [h]
    have h1 := hnn (b - best X G y p)
    have h2 := cost_sub_best X hG y p b
    linarith

/-- Cauchy-Schwarz inequality in the metric of a positive definite `H`:
`⟨x, d⟩² ≤ ⟨x, H⁻¹ x⟩ ⟨d, H d⟩`. -/
theorem dual_cauchy_schwarz {H : Matrix k k ℝ} (hH : H.PosDef) (x d : k → ℝ) :
    (x ⬝ᵥ d) ^ 2 ≤ (x ⬝ᵥ H⁻¹ *ᵥ x) * (d ⬝ᵥ H *ᵥ d) := by
  obtain ⟨hsym, hnn, -, hinv⟩ := posDef_form hH
  obtain ⟨w, hw'⟩ : ∃ w, w = H⁻¹ *ᵥ x := ⟨_, rfl⟩
  have hw : H *ᵥ w = x := by rw [hw']; exact hinv x
  rw [← hw']
  have e1 : w ⬝ᵥ H *ᵥ d = x ⬝ᵥ d := by rw [hsym w d, hw, dotProduct_comm]
  have e2 : d ⬝ᵥ x = x ⬝ᵥ d := dotProduct_comm _ _
  have e3 : w ⬝ᵥ x = x ⬝ᵥ w := dotProduct_comm _ _
  -- the quadratic t ↦ ⟨t w + d, H (t w + d)⟩ is nonnegative
  have h : ∀ t : ℝ, 0 ≤ (x ⬝ᵥ w) * (t * t) + (2 * (x ⬝ᵥ d)) * t + d ⬝ᵥ H *ᵥ d := by
    intro t
    have h0 := hnn (t • w + d)
    simp only [mulVec_add, mulVec_smul, dotProduct_add, add_dotProduct, dotProduct_smul,
      smul_dotProduct, smul_eq_mul, hw, e1, e2, e3] at h0
    nlinarith [h0]
  have hd := discrim_le_zero h
  unfold discrim at hd
  nlinarith [hd]

/-- The maximum of `⟨x, d⟩` over the ellipsoid `⟨d, H d⟩ ≤ T`, for positive definite `H`
and `T ≥ 0`, is `√(T ⟨x, H⁻¹ x⟩)`. -/
theorem ellipsoid_max {H : Matrix k k ℝ} (hH : H.PosDef) (x : k → ℝ) {T : ℝ} (hT : 0 ≤ T) :
    IsGreatest {v | ∃ d, d ⬝ᵥ H *ᵥ d ≤ T ∧ x ⬝ᵥ d = v} (Real.sqrt (T * (x ⬝ᵥ H⁻¹ *ᵥ x))) := by
  obtain ⟨-, hnn, -, hinv⟩ := posDef_form hH
  have hcs := dual_cauchy_schwarz hH x
  obtain ⟨w, hw'⟩ : ∃ w, w = H⁻¹ *ᵥ x := ⟨_, rfl⟩
  have hw : H *ᵥ w = x := by rw [hw']; exact hinv x
  rw [← hw'] at hcs ⊢
  have e3 : w ⬝ᵥ x = x ⬝ᵥ w := dotProduct_comm _ _
  have hs : 0 ≤ x ⬝ᵥ w := by
    have h := hnn w
    rwa [hw, e3] at h
  constructor
  · rcases hs.eq_or_lt with h0 | h0
    · exact ⟨0, by simpa using hT, by rw [← h0]; simp⟩
    · -- the bound is attained along w = H⁻¹ x, scaled to the boundary
      have hne : x ⬝ᵥ w ≠ 0 := h0.ne'
      obtain ⟨c, hc0, hc⟩ : ∃ c : ℝ, 0 ≤ c ∧ c ^ 2 * (x ⬝ᵥ w) = T :=
        ⟨Real.sqrt (T / (x ⬝ᵥ w)), Real.sqrt_nonneg _, by
          rw [Real.sq_sqrt (div_nonneg hT hs)]; field_simp⟩
      refine ⟨c • w, ?_, ?_⟩
      · simp only [mulVec_smul, dotProduct_smul, smul_dotProduct, smul_eq_mul, hw, e3]
        nlinarith [hc]
      · have e : T * (x ⬝ᵥ w) = (c * (x ⬝ᵥ w)) ^ 2 := by
          linear_combination (-(x ⬝ᵥ w)) * hc
        rw [e, Real.sqrt_sq (mul_nonneg hc0 hs), dotProduct_smul, smul_eq_mul]
  · rintro v ⟨d, hd, rfl⟩
    refine (le_abs_self _).trans (Real.abs_le_sqrt ?_)
    have h1 := hcs d
    have h2 := mul_le_mul_of_nonneg_left hd hs
    linarith

/-- For `T ≥ 0`, the maximum of `⟨x, a - a₀⟩` over all `a` with `C(a) ≤ C(a₀) + T`
is `√(T ⟨x, H⁻¹ x⟩)`. -/
theorem shifts_isGreatest (X : Matrix m k ℝ) {G : Matrix k k ℝ} (hG : G.PosDef)
    (y : m → ℝ) (p x : k → ℝ) {T : ℝ} (hT : 0 ≤ T) :
    IsGreatest (shifts X G y p x T) (Real.sqrt (T * (x ⬝ᵥ (hess X G)⁻¹ *ᵥ x))) := by
  obtain ⟨⟨d, hd, hv⟩, hub⟩ := ellipsoid_max (hess_posDef X hG) x hT
  constructor
  · have e : best X G y p + d - best X G y p = d := by abel
    have h := cost_sub_best X hG y p (best X G y p + d)
    rw [e] at h
    exact ⟨best X G y p + d, by linarith, by rw [e, hv]⟩
  · rintro v ⟨a, ha, hav⟩
    have h := cost_sub_best X hG y p a
    exact hub ⟨a - best X G y p, by linarith, hav⟩

/-- For `T ≥ 0`, the minimum of `⟨x, a - a₀⟩` over all `a` with `C(a) ≤ C(a₀) + T`
is `-√(T ⟨x, H⁻¹ x⟩)`. -/
theorem shifts_isLeast (X : Matrix m k ℝ) {G : Matrix k k ℝ} (hG : G.PosDef)
    (y : m → ℝ) (p x : k → ℝ) {T : ℝ} (hT : 0 ≤ T) :
    IsLeast (shifts X G y p x T) (-Real.sqrt (T * (x ⬝ᵥ (hess X G)⁻¹ *ᵥ x))) := by
  have h := shifts_isGreatest X hG y p (-x) hT
  rw [mulVec_neg, neg_dotProduct, dotProduct_neg, neg_neg] at h
  obtain ⟨⟨a, ha, hv⟩, hub⟩ := h
  rw [neg_dotProduct] at hv
  refine ⟨⟨a, ha, by linarith⟩, ?_⟩
  rintro v ⟨b, hb, rfl⟩
  have h1 := hub ⟨b, hb, rfl⟩
  rw [neg_dotProduct] at h1
  linarith

end

end BeefEnsemble
```

```lean
#print axioms BeefEnsemble.isMin_iff_best
#print axioms BeefEnsemble.shifts_isLeast
```

```
'BeefEnsemble.isMin_iff_best' depends on axioms: [propext, Classical.choice, Quot.sound]
'BeefEnsemble.shifts_isLeast' depends on axioms: [propext, Classical.choice, Quot.sound]
```

### How `cost`, `hess`, `best` and `shifts` map to the fit

In Lean, `m` and `k` are finite index types that label the data and the coefficients, in place of the counts $m$ and $k$. Vectors are plain functions such as `k → ℝ`, the symbol `⬝ᵥ` is the Euclidean dot product and `*ᵥ` is a matrix acting on a vector. Row $i$ of `X` holds the contribution of each basis function to reference quantity $i$. Nothing relates the sizes of `m` and `k`, and no rank condition is put on `X`. With no data at all, $H=G$ and $a_0=p$; with no coefficients, every shift is $0$.

The definition `cost` fixes the normalisation: there is no factor $\tfrac12$, so `hess` is half the matrix of second derivatives of $C$. Weights on individual data have to be absorbed into the rows of `X` and the entries of `y`, and an overall regularisation strength into `G`. The definition `best` is the formula for $a_0$. Mathlib's matrix inverse returns the zero matrix for a singular argument, but every theorem about `best` assumes `G.PosDef`, which makes `hess X G` invertible. For a real matrix `PosDef` includes symmetry. The set `shifts X G y p x T` consists of all numbers `v` for which some `a` has cost at most $C(a_0)+T$ and $\langle x,a-a_0\rangle$ equal to `v`. A constant offset in the prediction cancels in the shift.

Four theorems carry the claim, each for arbitrary `X`, `y`, `p` under `hG : G.PosDef`. The theorem `cost_sub_best` is the excess formula for every `a`. The theorem `isMin_iff_best` says that `a` has cost no larger than that of every `b` exactly when `a = best X G y p`; one direction makes $a_0$ a global minimiser and the other makes it the only one. With `hT : 0 ≤ T`, `shifts_isGreatest` states `IsGreatest` of the set `shifts` and the number $\sqrt{T\langle x,H^{-1}x\rangle}$, which means that the number belongs to the set and is an upper bound of it, so it is an attained maximum. The theorem `shifts_isLeast` is the mirror statement for $-\sqrt{T\langle x,H^{-1}x\rangle}$. The hypothesis on $T$ is needed because the set is empty for $T<0$. The maximising vector $a_0+cw$ appears in the proof and is not part of the statements.

### Limits of the model and relation to the Bayesian ensemble

The result bears on error estimates in density functional theory when the exchange–correlation energy is expanded in finitely many basis functions and evaluated on fixed densities and geometries, so that energies and their differences are linear in the coefficients up to constants, which the fit absorbs into $y$. That linearity is assumed through the form $Xa$. Self-consistent relaxation of the density, predictions that depend nonlinearly on $a$, constraints on the coefficients, and costs that are not quadratic in $a$ (for example a product of the costs of several data sets) are not covered. Positive definiteness of $G$ is also assumed: a penalty on the curvature of the expanded function alone is only semidefinite if the basis contains constant or linear functions, and then `hess_posDef` does not apply. The bound measures sensitivity inside the chosen model space and says nothing about the error relative to the exact functional.

The ensemble used with a BEEF functional is a probability distribution of coefficients, whereas the theorems concern a deterministic sublevel set of the cost and contain no probability. The link between them is a standard Gaussian integral that the file does not treat: a density proportional to $e^{-C(a)/\tau}$ with $\tau>0$ has mean $a_0$ and covariance $\tfrac{\tau}{2}H^{-1}$, so the standard deviation of $\langle x,a\rangle$ would coincide with the maximal shift at $T=\tau/2$.

### From positive definiteness to the unique minimiser

The lemma `posDef_form` turns `H.PosDef` into the four facts used above: the form is symmetric, nonnegative, positive on nonzero vectors, and `H *ᵥ (H⁻¹ *ᵥ x) = x`. The last one comes from `hH.isUnit` and `mul_nonsing_inv`. The lemma `hess_posDef` takes the semidefiniteness of $X^TX$ from `posSemidef_conjTranspose_mul_self` and adds the definite $G$ with `PosDef.posSemidef_add`.

The expansion is `cost_add`, which needs only `Gᵀ = G`. Its auxiliary fact `key` is $\langle u,X^Tv\rangle=\langle Xu,v\rangle$ and `sym` is $\langle u,Gv\rangle=\langle v,Gu\rangle$. After `simp only` has multiplied out both sides, they differ in the order of four cross terms. The call to `linear_combination` supplies the four swaps: $\langle Xb,Xd\rangle$ and $\langle y,Xd\rangle$ by `dotProduct_comm`, and $\langle b,Gd\rangle$ and $\langle p,Gd\rangle$ by `sym`. In `cost_sub_best`, `hn` is the normal equation; substituting it into `cost_add` at $b=a_0$, $d=a-a_0$ removes the linear term. In `isMin_iff_best`, the forward direction assumes $a\ne a_0$ and combines strict positivity `h1`, the excess formula `h2` and minimality against $a_0$, `h3`, into a contradiction. The reverse direction uses nonnegativity of the form at $b-a_0$.

### From Cauchy–Schwarz to the extreme shifts

The lemma `dual_cauchy_schwarz` holds for any positive definite `H`. It names $w=H^{-1}x$, records $Hw=x$ as `hw` and $\langle w,Hd\rangle=\langle x,d\rangle$ as `e1`, and expands `hnn (t • w + d)` into the quadratic in $t$. Mathlib's `discrim_le_zero` gives the discriminant inequality, also when the leading coefficient $s$ is zero, and `nlinarith` divides out the factor $4$.

The lemma `ellipsoid_max` first obtains $s\ge0$ as `hs`, then splits `IsGreatest` into membership and upper bound. Membership has the two cases of the derivation. For $s=0$ the witness is `0`. For $s>0$ a number `c` with `0 ≤ c` and `c ^ 2 * (x ⬝ᵥ w) = T` is produced from $\sqrt{T/s}$, and the witness is `c • w`; the identity `e`, $Ts=(cs)^2$, lets `Real.sqrt_sq` evaluate the root. For the upper bound, `Real.abs_le_sqrt` reduces the goal to $\langle x,d\rangle^2\le Ts$, which follows from Cauchy–Schwarz and from $\langle d,Hd\rangle\le T$ multiplied by $s\ge0$.

The theorem `shifts_isGreatest` applies `ellipsoid_max` to `hess X G` and translates by $a_0$. The maximising $d$ becomes the coefficient vector `best X G y p + d`, and any admissible `a` gives the displacement `a - best X G y p`; in both directions `cost_sub_best` converts the cost condition into the ellipsoid condition. Finally `shifts_isLeast` uses `shifts_isGreatest` at `-x`, cancels the two signs under the root, and moves the remaining sign out of the product with `neg_dotProduct`, after which `linarith` reverses the inequality.
